# Purity bounds on the normalisation factors of identical fermion pairs

If $N\ge 2$ copies of a fermion pair are normalised as though the pair were a boson, the resulting state is too short, and it can vanish altogether. Let the pair be created by $C^\dagger=\sum_i\sqrt{l_i}\,a_i^\dagger b_i^\dagger$, where $a_i^\dagger$ and $b_i^\dagger$ create the two fermions in paired mode $i$, and the Schmidt weights $l_i\ge 0$ sum to one over a finite set $s$ of modes. Squares of fermion operators vanish, and each set of $N$ distinct modes arises in $N!$ orders, so

$$\|(C^\dagger)^N|0\rangle\|^2=(N!)^2e_N=N!\,\chi_N,\qquad \chi_N=N!\,e_N,$$

where $e_N$ is the sum, over all $N$-element subsets of $s$, of the products of their weights. A boson would give $N!$, that is, $\chi_N=1$.

In a single pair, the reduced state of the $a$ fermion alone has purity $P=\sum_i l_i^2$, and this number bounds the loss at each added pair. For every $N\ge1$,

$$(1-NP)\,\chi_N\le\chi_{N+1}\le(1-P)\,\chi_N .$$

The same factor normalises an antisymmetrised geminal power in electronic structure, where all pairs share one geminal, here with finitely many modes.

## Weights, purity and normalisation factor

```lean
import Mathlib

open Finset

namespace PairCondensate

variable {ι : Type*} [DecidableEq ι]
```

The type `ι` holds the mode labels. It may be infinite, but every sum below runs over a finite set `s : Finset ι`.

```lean
/-- The sum, over all ways to occupy `N` distinct modes of `s`, of the product of their weights. -/
def esymm (l : ι → ℝ) (s : Finset ι) (N : ℕ) : ℝ :=
  ∑ t ∈ s.powersetCard N, ∏ i ∈ t, l i
```

This is $e_N(s)$. `s.powersetCard N` is the collection of $N$-element subsets of `s`, and `l : ι → ℝ` assigns a real weight to each mode. The empty product gives $e_0=1$.

```lean
/-- The purity of the weights: the sum of their squares. -/
def purity (l : ι → ℝ) (s : Finset ι) : ℝ := ∑ i ∈ s, l i ^ 2
```

This is $P=\sum_{i\in s}l_i^2$.

```lean
/-- The normalisation factor of `N` identical pairs with Schmidt weights `l`:
`N!` times the elementary symmetric polynomial of degree `N`. -/
def chi (l : ι → ℝ) (s : Finset ι) (N : ℕ) : ℝ := (N.factorial : ℝ) * esymm l s N
```

This is $\chi_N=N!\,e_N(s)$. The file starts from this formula; the Fock-space norm above is the physical reason for it. Neither nonnegativity nor normalisation is built into the definitions: they enter as the hypotheses `h0` and `h1` where needed.

## Counting configurations

```lean
/-- Configurations of `N + 1` pairs split into those that leave mode `a` empty and those that
occupy it. -/
theorem esymm_erase (l : ι → ℝ) {s : Finset ι} {a : ι} (hi : a ∈ s) (N : ℕ) :
    esymm l s (N + 1) = esymm l (s.erase a) (N + 1) + l a * esymm l (s.erase a) N := by
  obtain ⟨r, ha, rfl⟩ : ∃ r, a ∉ r ∧ insert a r = s :=
    ⟨s.erase a, by simp, insert_erase hi⟩
  rw [erase_insert ha]
  have hmem : ∀ n, ∀ t ∈ r.powersetCard n, a ∉ t :=
    fun n t ht h => ha ((mem_powersetCard.1 ht).1 h)
  unfold esymm
  rw [powersetCard_succ_insert ha, sum_union, sum_image, mul_sum]
  · congr 1
    apply sum_congr rfl
    intro t ht
    rw [prod_insert (hmem N t ht)]
  · intro t ht u hu h
    calc t = (insert a t).erase a := (erase_insert (hmem N t ht)).symm
      _ = (insert a u).erase a := by rw [show insert a t = insert a u from h]
      _ = u := erase_insert (hmem N u hu)
  · refine disjoint_left.2 fun t ht hu => ?_
    obtain ⟨u, _, rfl⟩ := mem_image.1 hu
    exact hmem (N + 1) _ ht (mem_insert_self a u)
```

For a mode $a\in s$,

$$e_{N+1}(s)=e_{N+1}(s\setminus a)+l_a\,e_N(s\setminus a).$$

An $(N+1)$-element subset either omits $a$ or contains it; in the second case $l_a$ factors out. In Lean, `s.erase a` is $s\setminus a$. The proof writes $s$ as a smaller set with $a$ inserted, splits the subsets accordingly, and checks that the two classes are disjoint and that inserting $a$ never merges two subsets.

```lean
/-- Placing one pair in mode `i` and `N` pairs in the other modes, summed over `i`, counts each
configuration of `N + 1` pairs exactly `N + 1` times. -/
theorem sum_mul_esymm_erase (l : ι → ℝ) (s : Finset ι) (N : ℕ) :
    ∑ i ∈ s, l i * esymm l (s.erase i) N = ((N : ℝ) + 1) * esymm l s (N + 1) := by
  induction s using Finset.induction_on generalizing N with
  | empty =>
    have h : (∅ : Finset ι).powersetCard (N + 1) = ∅ := powersetCard_eq_empty.2 (by simp)
    simp [esymm, h]
  | insert a s ha ih =>
    have hins : ∀ t : Finset ι, a ∉ t → ∀ n,
        esymm l (insert a t) (n + 1) = esymm l t (n + 1) + l a * esymm l t n := by
      intro t ht n
      have h := esymm_erase l (mem_insert_self a t) n
      rwa [erase_insert ht] at h
    rw [sum_insert ha, erase_insert ha, hins s ha]
    cases N with
    | zero =>
      have e0 : ∀ t, esymm l t 0 = 1 := fun t => by simp [esymm]
      have h := ih 0
      simp only [e0, mul_one] at h ⊢
      rw [h]
      push_cast
      ring
    | succ M =>
      have h : ∑ i ∈ s, l i * esymm l ((insert a s).erase i) (M + 1)
          = ∑ i ∈ s, l i * esymm l (s.erase i) (M + 1)
            + l a * ∑ i ∈ s, l i * esymm l (s.erase i) M := by
        rw [mul_sum, ← sum_add_distrib]
        apply sum_congr rfl
        intro i hi
        have hne : a ≠ i := fun h => ha (h ▸ hi)
        rw [erase_insert_of_ne hne, hins _ (fun h => ha (mem_of_mem_erase h))]
        ring
      rw [h, ih (M + 1), ih M]
      push_cast
      ring
```

In ordinary notation,

$$\sum_{i\in s}l_i\,e_N(s\setminus i)=(N+1)\,e_{N+1}(s).$$

By counting, each $(N+1)$-element subset appears once for each of its members. Lean argues by induction on $s$. When a mode $a$ is added and $N=M+1$, the previous identity, together with the induction hypothesis for $M+1$ and for $M$, turns the left side into

$$l_a e_{M+1}(s)+(M+2)e_{M+2}(s)+l_a(M+1)e_{M+1}(s),$$

which equals $(M+2)\,[e_{M+2}(s)+l_a e_{M+1}(s)]$, as required. The case $N=0$ is separate and uses $e_0=1$.

```lean
omit [DecidableEq ι] in
/-- For nonnegative weights the symmetric sums are nonnegative. -/
theorem esymm_nonneg {l : ι → ℝ} {s : Finset ι} (h0 : ∀ i ∈ s, 0 ≤ l i) (N : ℕ) :
    0 ≤ esymm l s N :=
  sum_nonneg fun _ ht => prod_nonneg fun i hi => h0 i ((mem_powersetCard.1 ht).1 hi)
```

If the weights on $s$ are nonnegative, so is every $e_N$, being a sum of products of nonnegative numbers.

## The Pauli-blocked part

```lean
/-- Adding a pair to `N + 1` pairs without restriction gives an allowed part, with `N + 2`
distinct modes, and a Pauli-blocked part, with one mode used twice. -/
theorem pauli_blocking (l : ι → ℝ) (s : Finset ι) (N : ℕ) :
    (∑ i ∈ s, l i) * esymm l s (N + 1) = ((N : ℝ) + 1 + 1) * esymm l s (N + 1 + 1)
      + ∑ i ∈ s, l i ^ 2 * esymm l (s.erase i) N := by
  have h := sum_mul_esymm_erase l s (N + 1)
  push_cast at h
  rw [← h, sum_mul, ← sum_add_distrib]
  apply sum_congr rfl
  intro i hi
  rw [esymm_erase l hi N]
  ring
```

Define $Q_N=\sum_{i\in s}l_i^2\,e_N(s\setminus i)$. The theorem says

$$\Big(\sum_{i\in s} l_i\Big)e_{N+1}(s)=(N+2)\,e_{N+2}(s)+Q_N .$$

To derive it, split $e_{N+1}(s)$ on mode $i$, multiply by $l_i$ and sum:

$$\sum_i l_i\,e_{N+1}(s\setminus i)+\sum_i l_i^2\,e_N(s\setminus i).$$

The first sum is $(N+2)e_{N+2}(s)$ by the counting identity. The second contains the attempts to use an occupied mode again.

```lean
/-- For nonnegative weights summing to one, the Pauli-blocked part is at least the purity times the
symmetric sum for `N + 1` pairs. -/
theorem blocked_ge {l : ι → ℝ} {s : Finset ι} (h0 : ∀ i ∈ s, 0 ≤ l i)
    (h1 : ∑ i ∈ s, l i = 1) (N : ℕ) :
    purity l s * esymm l s (N + 1) ≤ ∑ i ∈ s, l i ^ 2 * esymm l (s.erase i) N := by
  rw [purity, sum_mul]
  refine sum_le_sum fun i hi => mul_le_mul_of_nonneg_left ?_ (sq_nonneg _)
  have hr : ∀ j ∈ s.erase i, 0 ≤ l j := fun j hj => h0 j (mem_of_mem_erase hj)
  -- dropping the exclusion between the last pair and the others can only increase the sum
  have key : esymm l (s.erase i) (N + 1)
      ≤ (∑ j ∈ s.erase i, l j) * esymm l (s.erase i) N := by
    cases N with
    | zero =>
      have e0 : ∀ t, esymm l t 0 = 1 := fun t => by simp [esymm]
      have h := sum_mul_esymm_erase l (s.erase i) 0
      simp only [e0, mul_one] at h ⊢
      rw [h]
      simp
    | succ M =>
      rw [pauli_blocking]
      have hQ : 0 ≤ ∑ j ∈ s.erase i, l j ^ 2 * esymm l ((s.erase i).erase j) M :=
        sum_nonneg fun j _ => mul_nonneg (sq_nonneg _)
          (esymm_nonneg (fun k hk => hr k (mem_of_mem_erase hk)) M)
      have hE := esymm_nonneg hr (M + 1 + 1)
      have hM := mul_nonneg (Nat.cast_nonneg (α := ℝ) M) hE
      linarith
  have hs : ∑ j ∈ s.erase i, l j = 1 - l i := by
    have h := add_sum_erase s l hi
    linarith
  rw [hs] at key
  rw [esymm_erase l hi N]
  linarith
```

For normalised nonnegative weights, $Q_N\ge P\,e_{N+1}(s)$. It suffices that $e_{N+1}(s)\le e_N(s\setminus i)$ for each $i$, since multiplying by $l_i^2$ and summing then gives the claim.

Put $r=s\setminus i$, whose weights sum to $1-l_i$. The step called `key` is $e_{N+1}(r)\le(1-l_i)\,e_N(r)$. For $N=0$ it is an equality; for larger $N$ it follows from the blocking identity on $r$, after discarding nonnegative terms. Hence

$$e_{N+1}(s)=e_{N+1}(r)+l_i e_N(r)\le e_N(r).$$

The tactic `linarith` closes such goals by combining linear inequalities already available.

```lean
/-- For nonnegative weights summing to one, the Pauli-blocked part is at most `N + 1` times the
purity times the symmetric sum for `N + 1` pairs. -/
theorem blocked_le {l : ι → ℝ} {s : Finset ι} (h0 : ∀ i ∈ s, 0 ≤ l i)
    (h1 : ∑ i ∈ s, l i = 1) (N : ℕ) :
    ∑ i ∈ s, l i ^ 2 * esymm l (s.erase i) N
      ≤ purity l s * (((N : ℝ) + 1) * esymm l s (N + 1)) := by
  -- removing a heavier mode never leaves a larger symmetric sum
  have anti : ∀ i ∈ s, ∀ j ∈ s,
      (l i - l j) * (esymm l (s.erase i) N - esymm l (s.erase j) N) ≤ 0 := by
    intro i hi j hj
    by_cases hij : i = j
    · simp [hij]
    cases N with
    | zero => simp [esymm]
    | succ M =>
      rw [esymm_erase l (mem_erase.2 ⟨Ne.symm hij, hj⟩) M,
        esymm_erase l (mem_erase.2 ⟨hij, hi⟩) M, erase_right_comm (a := j) (b := i)]
      have hE : 0 ≤ esymm l ((s.erase i).erase j) M :=
        esymm_nonneg (fun k hk => h0 k (mem_of_mem_erase (mem_of_mem_erase hk))) M
      have h := mul_nonneg (sq_nonneg (l i - l j)) hE
      linarith
  rw [← sum_mul_esymm_erase, purity]

  -- weighted Chebyshev inequality
  have hneg : ∑ i ∈ s, ∑ j ∈ s, l i * l j * ((l i - l j) *
      (esymm l (s.erase i) N - esymm l (s.erase j) N)) ≤ 0 := by
    refine sum_nonpos fun i hi => sum_nonpos fun j hj => ?_
    have h := mul_nonneg (mul_nonneg (h0 i hi) (h0 j hj)) (neg_nonneg.2 (anti i hi j hj))
    linarith
  have hexp : ∀ c : ι → ℝ, ∑ i ∈ s, ∑ j ∈ s, l i * l j * ((l i - l j) * (c i - c j))
      = 2 * ((∑ i ∈ s, l i) * (∑ i ∈ s, l i ^ 2 * c i)
        - (∑ i ∈ s, l i ^ 2) * ∑ i ∈ s, l i * c i) := by
    intro c
    have h : ∀ i j, l i * l j * ((l i - l j) * (c i - c j))
        = (l i ^ 2 * c i) * l j - l i ^ 2 * (l j * c j) - (l i * c i) * l j ^ 2
          + l i * (l j ^ 2 * c j) := fun i j => by ring
    simp only [h, sum_add_distrib, sum_sub_distrib, ← mul_sum, ← sum_mul]
    ring
  rw [hexp (fun i => esymm l (s.erase i) N), h1] at hneg
  linarith
```

In the other direction, $Q_N\le (N+1)\,P\,e_{N+1}(s)$. Write $c_i=e_N(s\setminus i)$. Removing a heavier mode never leaves a larger sum: for $i\ne j$ and $N=M+1$,

$$(l_i-l_j)(c_i-c_j)=-(l_i-l_j)^2\,e_M(s\setminus\{i,j\})\le0 .$$

For $N=0$ or $i=j$ the product is zero. This is `anti`. Weighting by $l_il_j\ge0$ and summing gives `hneg`, and expanding the double sum gives `hexp`:

$$0\ge\sum_{i,j}l_il_j(l_i-l_j)(c_i-c_j)=2\Big[\sum_i l_i\sum_i l_i^2c_i-P\sum_i l_ic_i\Big].$$

Since $\sum_i l_i=1$, we get $Q_N\le P\sum_i l_ic_i=(N+1)P\,e_{N+1}(s)$. This is a weighted Chebyshev inequality.

## The two-sided bound

```lean
/-- For normalised nonnegative weights and `N ≥ 1` pairs, the normalisation factors satisfy
`(1 - N P) χ_N ≤ χ_{N+1} ≤ (1 - P) χ_N`, where `P` is the purity. -/
theorem chi_succ_bounds {l : ι → ℝ} {s : Finset ι} (h0 : ∀ i ∈ s, 0 ≤ l i)
    (h1 : ∑ i ∈ s, l i = 1) {N : ℕ} (hN : 1 ≤ N) :
    (1 - N * purity l s) * chi l s N ≤ chi l s (N + 1) ∧
      chi l s (N + 1) ≤ (1 - purity l s) * chi l s N := by
  obtain ⟨M, rfl⟩ : ∃ M, N = M + 1 := ⟨N - 1, by omega⟩
  have hf : (0 : ℝ) ≤ ((M + 1).factorial : ℝ) := Nat.cast_nonneg _
  have hstep : chi l s (M + 1 + 1) = chi l s (M + 1)
      - ((M + 1).factorial : ℝ) * ∑ i ∈ s, l i ^ 2 * esymm l (s.erase i) M := by
    have h := pauli_blocking l s M
    rw [h1] at h
    unfold chi
    rw [Nat.factorial_succ (M + 1)]
    push_cast
    linear_combination (-((M + 1).factorial : ℝ)) * h
  have ha := mul_le_mul_of_nonneg_left (blocked_le h0 h1 M) hf
  have hb := mul_le_mul_of_nonneg_left (blocked_ge h0 h1 M) hf
  rw [hstep]
  unfold chi
  push_cast
  constructor <;> linarith
```

The symbol `∧` joins the two inequalities. Lean sets $N=M+1$, and the blocking identity becomes

$$\chi_{N+1}=\chi_N-N!\,Q_{N-1},$$

which is `hstep`. The preceding theorems give $P e_N\le Q_{N-1}\le NP e_N$. Multiplying by $N!$ and substituting yields both bounds. The tactic `linear_combination` proves an equality by adding stated multiples of known equalities and checking the remaining algebra.

For $N=1$ the bounds coincide, so $\chi_2=1-P$. The condition $N\ge1$ matters: at $N=0$ the upper bound would read $1\le1-P$, which is false because $P>0$.

Take weights $\tfrac12,\tfrac13,\tfrac16$. Then $P=\tfrac14+\tfrac19+\tfrac1{36}=\tfrac7{18}$. The pair products give $e_2=\tfrac16+\tfrac1{12}+\tfrac1{18}=\tfrac{11}{36}$, so $\chi_2=\tfrac{11}{18}=1-P$. Next, $e_3=\tfrac1{36}$ and $\chi_3=\tfrac16\approx0.167$. The bounds at $N=2$ are $\tfrac4{18}\cdot\tfrac{11}{18}\approx0.136$ and $\big(\tfrac{11}{18}\big)^2\approx0.373$. At $N=3$ the lower bound is negative, while $\chi_4=0$ because only three modes exist.

## Equal weights and repeated addition

```lean
omit [DecidableEq ι] in
/-- For uniform weights on a nonempty set of modes and `N` at most the number of modes, `χ_N` is
positive and the lower bound is an equality. -/
theorem chi_uniform {s : Finset ι} (hs : s.Nonempty) {N : ℕ} (hN : N ≤ s.card) :
    0 < chi (fun _ => (s.card : ℝ)⁻¹) s N ∧
      chi (fun _ => (s.card : ℝ)⁻¹) s (N + 1)
        = (1 - N * purity (fun _ => (s.card : ℝ)⁻¹) s) * chi (fun _ => (s.card : ℝ)⁻¹) s N := by
  have hD : (0 : ℝ) < s.card := Nat.cast_pos.2 hs.card_pos
  obtain ⟨c, hc⟩ : ∃ c : ℝ, c = (s.card : ℝ)⁻¹ := ⟨_, rfl⟩
  have hcpos : 0 < c := hc ▸ inv_pos.2 hD
  have hcD : c * s.card = 1 := by rw [hc]; exact inv_mul_cancel₀ hD.ne'
  rw [← hc]
  have he : ∀ n, esymm (fun _ => c) s n = (s.card.choose n : ℝ) * c ^ n := by
    intro n
    have h : ∀ t ∈ s.powersetCard n, ∏ _i ∈ t, c = c ^ n := fun t ht => by
      rw [prod_const, (mem_powersetCard.1 ht).2]
    unfold esymm
    exact (sum_congr rfl h).trans (by rw [sum_const, card_powersetCard, nsmul_eq_mul])
  have hP : purity (fun _ => c) s = c := by
    unfold purity
    rw [sum_const, nsmul_eq_mul]
    linear_combination c * hcD
  have hch : (s.card.choose (N + 1) : ℝ) * ((N : ℝ) + 1)
      = (s.card.choose N : ℝ) * ((s.card : ℝ) - N) := by
    have h := congrArg (Nat.cast (R := ℝ)) (Nat.choose_succ_right_eq s.card N)
    rw [Nat.cast_mul, Nat.cast_mul, Nat.cast_sub hN] at h
    push_cast at h
    exact h
  rw [hP]
  unfold chi
  rw [he, he]
  constructor
  · have h2 : (0 : ℝ) < (N.factorial : ℝ) := Nat.cast_pos.2 N.factorial_pos
    have h3 : (0 : ℝ) < (s.card.choose N : ℝ) := Nat.cast_pos.2 (Nat.choose_pos hN)
    positivity
  · rw [Nat.factorial_succ, pow_succ]
    push_cast
    linear_combination ((N.factorial : ℝ) * c ^ N * c) * hch
      + ((N.factorial : ℝ) * c ^ N * (s.card.choose N : ℝ)) * hcD
```

Let $D\ge1$ be the number of modes, `s.card`, and set every weight to $1/D$. Then $P=1/D$ and $\chi_N=N!\binom DN D^{-N}$, which is positive for $N\le D$. The identity $(N+1)\binom D{N+1}=(D-N)\binom DN$, called `hch`, gives

$$\chi_{N+1}=\frac{D-N}{D}\,\chi_N=(1-NP)\,\chi_N .$$

The lower bound is therefore attained. At $N=D$ both sides vanish: the modes are full.

```lean
/-- For nonnegative weights summing to one, with purity `P`, the normalisation factor of `N + 1`
pairs is at most `(1 - P) ^ N`, and at least the product of `1 - k P` over `k ≤ N` as long as `N P ≤
1`. -/
theorem chi_purity_bounds {l : ι → ℝ} {s : Finset ι} (h0 : ∀ i ∈ s, 0 ≤ l i)
    (h1 : ∑ i ∈ s, l i = 1) (N : ℕ) :
    (N * purity l s ≤ 1 → ∏ k ∈ range (N + 1), (1 - k * purity l s) ≤ chi l s (N + 1)) ∧
      chi l s (N + 1) ≤ (1 - purity l s) ^ N := by
  have hone : chi l s 1 = 1 := by
    have e0 : ∀ t, esymm l t 0 = 1 := fun t => by simp [esymm]
    have h : esymm l s 1 = 1 := by
      simpa [e0, h1] using (sum_mul_esymm_erase l s 0).symm
    simp [chi, h]
  have hP0 : 0 ≤ purity l s := sum_nonneg fun i _ => sq_nonneg (l i)
  -- the two-pair factor is nonnegative, so the purity is at most one
  have hP1 : 0 ≤ 1 - purity l s := by
    have h := (chi_succ_bounds h0 h1 (le_refl 1)).2
    have h2 : 0 ≤ chi l s (1 + 1) := mul_nonneg (Nat.cast_nonneg _) (esymm_nonneg h0 _)
    rw [hone] at h
    linarith
  induction N with
  | zero => simp [hone]
  | succ N ih =>
    have hb := chi_succ_bounds h0 h1 (show 1 ≤ N + 1 by omega)
    constructor
    · intro h
      have hN : (N : ℝ) * purity l s ≤ 1 := by
        push_cast at h
        linarith
      rw [prod_range_succ]
      calc _ ≤ chi l s (N + 1) * (1 - ((N + 1 : ℕ) : ℝ) * purity l s) :=
            mul_le_mul_of_nonneg_right (ih.1 hN) (by linarith)
        _ ≤ chi l s (N + 1 + 1) := by linarith [hb.1]
    · calc chi l s (N + 1 + 1) ≤ (1 - purity l s) * chi l s (N + 1) := hb.2
        _ ≤ (1 - purity l s) * (1 - purity l s) ^ N := mul_le_mul_of_nonneg_left ih.2 hP1
        _ = (1 - purity l s) ^ (N + 1) := by ring

end PairCondensate
```

Starting from $\chi_1=1$ and applying the two-sided bound repeatedly gives, for every $N\ge0$,

$$\chi_{N+1}\le(1-P)^N,\qquad \chi_{N+1}\ge\prod_{k=0}^{N}(1-kP)\ \text{ if } NP\le1 .$$

`range (N + 1)` runs from $0$ to $N$. The proof is an induction on $N$. The upper step multiplies by $1-P$, which is nonnegative because $\chi_2\ge0$; the lower step multiplies by $1-(N+1)P$, nonnegative by the hypothesis for $N+1$. Thus, for this finite set of modes and identical pairs, $\chi_{N+1}$ stays close to the boson value when $N^2P$ is small.

```lean
#print axioms PairCondensate.chi_uniform
#print axioms PairCondensate.chi_purity_bounds
```

```
'PairCondensate.chi_uniform' depends on axioms: [propext, Classical.choice, Quot.sound]
'PairCondensate.chi_purity_bounds' depends on axioms: [propext, Classical.choice, Quot.sound]
```
